# A nonnegative dipole interaction form keeps an adsorbate layer's total dipole at or below its undepolarized value

To predict the work-function change of an adsorbate-covered surface from a dipole model, one solves a linear system for the dipoles and inserts their sum into the Helmholtz formula. For \(N\ge1\) adsorbates with permanent dipole \(p_0>0\), positive linear polarizability and a nonnegative interaction form, the system has exactly one solution, and its sum lies above zero and at or below \(Np_0\). Under these hypotheses, a sum outside that range signals a wrong solution. Interacting ideal point dipoles without images never have a nonnegative form; for them, the same range is proved when the couplings are nonnegative and weak.

## Linear response at fixed sites

Each of \(N\) adsorbates has permanent normal dipole \(p_0\), polarizability \(\alpha\) and total dipole \(p_i\), positive outward. The real matrix \(T\) turns dipoles into depolarizing fields:

\[ p_i = p_0-\alpha (Tp)_i . \]

In Lean, `n` is the finite set of sites, `Fintype.card n` is \(N\), `T *ᵥ p` is \(Tp\), and `1` is the all-ones vector \(u\). \(T\) is given, not derived from a geometry; charge transfer and nonlinear response are absent.

```lean
import Mathlib

open Matrix

namespace AdsorbateDepolarization

noncomputable section

variable {n : Type*} [Fintype n] {T : Matrix n n ℝ} {α p0 : ℝ} {p : n → ℝ}

/-- Each adsorbate carries its permanent dipole `p0` reduced by the polarizability `α` times
the depolarizing field `T p` of the dipoles. -/
def SelfConsistent (T : Matrix n n ℝ) (α p0 : ℝ) (p : n → ℝ) : Prop :=
  ∀ i, p i = p0 - α * (T *ᵥ p) i
```

The Helmholtz shift is \(-e\sum_i p_i/(\varepsilon A)\), with elementary charge \(e\), permittivity \(\varepsilon\) and area \(A\). The mean coupling is \(\tau=u\cdot Tu/N\).

```lean
/-- Helmholtz work-function change of a surface of area `A` carrying outward normal dipoles `p`,
for elementary charge `e` and permittivity `ε`; the domain is `ε ≠ 0`, `A ≠ 0`. -/
def workFunctionShift (e ε A : ℝ) (p : n → ℝ) : ℝ := -(e * ∑ i, p i) / (ε * A)

/-- Mean depolarizing coupling per adsorbate, for at least one adsorbate. -/
def meanCoupling (T : Matrix n n ℝ) : ℝ := ((1 : n → ℝ) ⬝ᵥ T *ᵥ 1) / Fintype.card n
```

## No spontaneous polarization

Suppose that for \(p_0=0\) only \(p=0\) is self-consistent. Then the linear map \(L=I+\alpha T\) is injective, hence surjective in finite dimension, and \(Lp=p_0u\) has exactly one solution. The proof builds `L` and follows these steps. Without the condition, a single site with \(\alpha T=-1\) would need \(p=p_0+p\), impossible for \(p_0\ne0\).

```lean
/-- If the layer has no spontaneous polarization at zero permanent dipole, then the
self-consistent dipoles exist and are unique for every permanent dipole. -/
theorem existsUnique_of_no_spontaneous (h : ∀ x, SelfConsistent T α 0 x → x = 0) (p0 : ℝ) :
    ∃! p, SelfConsistent T α p0 p := by
  obtain ⟨L, hL⟩ : ∃ L : (n → ℝ) →ₗ[ℝ] (n → ℝ), ∀ x i, L x i = x i + α * (T *ᵥ x) i :=
    ⟨LinearMap.id + α • T.mulVecLin, fun x i => by simp⟩
  have hinj : Function.Injective L := by
    rw [injective_iff_map_eq_zero]
    intro x hx
    apply h
    intro i
    have h1 : L x i = 0 := congrFun hx i
    rw [hL] at h1
    linarith
  -- in finite dimension an injective linear response is also surjective
  obtain ⟨p, hp⟩ := LinearMap.injective_iff_surjective.mp hinj (fun _ => p0)
  have hpi : ∀ i, L p i = p0 := fun i => congrFun hp i
  refine ⟨p, fun i => ?_, fun q hq => hinj ?_⟩
  · have h1 := hpi i
    rw [hL] at h1
    linarith
  · funext i
    have h1 : q i = p0 - α * (T *ᵥ q) i := hq i
    rw [hpi, hL]
    linarith
```

## Two balances from self-consistency alone

Multiplying the equation by \(p_i\) and summing gives

\[ p_0\sum_i p_i=|p|^2+\alpha\,p\cdot Tp . \]

Multiplying \(p_0-p_i=\alpha(Tp)_i\) by \(p_0=p_i+\alpha(Tp)_i\) and summing gives

\[ p_0\Bigl(Np_0-\sum_i p_i\Bigr)=\alpha\,p\cdot Tp+\alpha^2|Tp|^2 . \]

In both proofs, `linear_combination` does the multiplication site by site.

```lean
/-- Energy balance for self-consistent dipoles: `p0` times the total dipole equals the sum of the
squared dipoles plus `α` times the interaction form. -/
theorem energy_balance (h : SelfConsistent T α p0 p) :
    p0 * ∑ i, p i = ∑ i, p i ^ 2 + α * (p ⬝ᵥ T *ᵥ p) := by
  simp only [dotProduct]
  rw [Finset.mul_sum, Finset.mul_sum, ← Finset.sum_add_distrib]
  refine Finset.sum_congr rfl fun i _ => ?_
  linear_combination (-(p i)) * h i

/-- For self-consistent dipoles, the total dipole lost to depolarization, times `p0`, is `α` times
the interaction form plus the sum of the squared induced dipoles. -/
theorem depolarization_balance (h : SelfConsistent T α p0 p) :
    p0 * (Fintype.card n * p0 - ∑ i, p i) =
      α * (p ⬝ᵥ T *ᵥ p) + α ^ 2 * ∑ i, (T *ᵥ p) i ^ 2 := by
  have h0 : Fintype.card n * p0 - ∑ i, p i = ∑ i, (p0 - p i) := by
    simp [Finset.sum_sub_distrib]
  rw [h0]
  simp only [dotProduct]
  rw [Finset.mul_sum, Finset.mul_sum, Finset.mul_sum, ← Finset.sum_add_distrib]
  refine Finset.sum_congr rfl fun i _ => ?_
  linear_combination (-(p0 + α * (T *ᵥ p) i)) * h i
```

## Nonzero polarizability and permanent dipole

Inserting \(p=p_0u\) leaves \(\alpha p_0Tu=0\). For nonzero \(\alpha\) and \(p_0\), this means \(Tu=0\): a uniform layer produces no depolarizing field. At \(\alpha=0\) every layer keeps its full dipole, whatever \(T\) is.

```lean
/-- For nonzero `α` and `p0`, all adsorbates can keep their full permanent dipole exactly when
a uniform layer produces no depolarizing field. -/
theorem undepolarized_iff (hα : α ≠ 0) (hp0 : p0 ≠ 0) :
    SelfConsistent T α p0 (fun _ => p0) ↔ T *ᵥ 1 = 0 := by
  have hc : ∀ i, (T *ᵥ fun _ => p0) i = p0 * (T *ᵥ 1) i := fun i => by
    have h1 : (fun _ : n => p0) = p0 • (1 : n → ℝ) := by funext j; simp
    rw [h1, Matrix.mulVec_smul, Pi.smul_apply, smul_eq_mul]
  constructor
  · intro h
    funext i
    have h1 : p0 = p0 - α * (T *ᵥ fun _ => p0) i := h i
    rw [hc] at h1
    have h2 : α * p0 * (T *ᵥ 1) i = 0 := by linear_combination h1
    exact (mul_eq_zero.mp h2).resolve_left (mul_ne_zero hα hp0)
  · intro h i
    change p0 = p0 - α * (T *ᵥ fun _ => p0) i
    rw [hc, h]
    simp
```

## Nonnegative interaction form

The hypothesis `hT` says \(x\cdot Tx\ge0\) for every dipole pattern \(x\); symmetry is not required. For smooth polarization densities in free space, with self-terms included in \(T\), this form is twice the electrostatic field energy. A self-term \(T_{ii}>0\) makes \(p_0\) a bare value: the same adsorbate alone has the dipole \(p_0/(1+\alpha T_{ii})\).

Now take \(\alpha,p_0>0\) and \(N\ge1\).

- At zero permanent dipole, the first balance gives \(|p|^2\le0\), hence existence and uniqueness.
- For \(p_0>0\), it gives \(p_0\sum_i p_i\ge|p|^2>0\), since \(p=0\) does not solve the equation.
- The second balance gives \(\sum_i p_i\le Np_0\). Equality forces \(Tp=0\), so \(p=p_0u\) and \(Tu=0\). Conversely, if \(Tu=0\), uniqueness identifies \(p\) with \(p_0u\).

In Lean, `zero_of_sq` turns a vanishing sum of squares into vanishing components, while `hE` and `hD` are the two balances. With no sites the sum is zero, and strict positivity fails.

```lean
/-- For a nonnegative interaction form and `α, p0 > 0`, the self-consistent dipoles of `N ≥ 1`
adsorbates exist uniquely; their sum is positive and at most `N p0`, with equality exactly when
a uniform layer produces no depolarizing field. -/
theorem total_dipole_bounds [Nonempty n] (hT : ∀ x : n → ℝ, 0 ≤ x ⬝ᵥ T *ᵥ x)
    (hα : 0 < α) (hp0 : 0 < p0) :
    (∃! p, SelfConsistent T α p0 p) ∧ ∀ p, SelfConsistent T α p0 p →
      0 < ∑ i, p i ∧ ∑ i, p i ≤ Fintype.card n * p0 ∧
        (∑ i, p i = Fintype.card n * p0 ↔ T *ᵥ 1 = 0) := by
  have zero_of_sq : ∀ x : n → ℝ, ∑ i, x i ^ 2 ≤ 0 → ∀ i, x i = 0 := fun x hx i => by
    have h1 := Finset.single_le_sum (f := fun j => x j ^ 2)
      (fun j _ => sq_nonneg (x j)) (Finset.mem_univ i)
    have h2 : x i ^ 2 ≤ 0 := h1.trans hx
    exact pow_eq_zero_iff two_ne_zero |>.mp (le_antisymm h2 (sq_nonneg _))
  have hu : ∃! p, SelfConsistent T α p0 p := by
    refine existsUnique_of_no_spontaneous (fun x hx => funext (zero_of_sq x ?_)) p0
    have h1 := energy_balance hx
    have h2 := mul_nonneg hα.le (hT x)
    linarith
  refine ⟨hu, fun p h => ?_⟩
  have hE := energy_balance h
  have hD := depolarization_balance h
  have hI := mul_nonneg hα.le (hT p)
  have hF : 0 ≤ α ^ 2 * ∑ i, (T *ᵥ p) i ^ 2 := by positivity
  refine ⟨?_, ?_, ?_, ?_⟩
  · by_contra hn
    have h1 : p0 * ∑ i, p i ≤ 0 := mul_nonpos_of_nonneg_of_nonpos hp0.le (not_lt.mp hn)
    have hp : p = 0 := funext (zero_of_sq p (by linarith))
    obtain ⟨i⟩ := ‹Nonempty n›
    have h2 : p i = p0 - α * (T *ᵥ p) i := h i
    rw [hp, Matrix.mulVec_zero] at h2
    simp only [Pi.zero_apply, mul_zero, sub_zero] at h2
    linarith
  · exact le_of_mul_le_mul_left (by linarith) hp0
  · intro hs
    -- no loss of total dipole forces every induced dipole to vanish
    rw [hs, sub_self, mul_zero] at hD
    have h1 : ∑ i, (T *ᵥ p) i ^ 2 ≤ 0 := by
      by_contra hn
      have := mul_pos (pow_pos hα 2) (not_le.mp hn)
      linarith
    have hp : p = fun _ => p0 := funext fun i => by
      have h2 : p i = p0 - α * (T *ᵥ p) i := h i
      rw [zero_of_sq _ h1 i] at h2
      linarith
    rw [hp] at h
    exact (undepolarized_iff hα.ne' hp0.ne').mp h
  · intro h0
    rw [hu.unique h ((undepolarized_iff hα.ne' hp0.ne').mpr h0)]
    simp
```

Multiplying by \(-e/(\varepsilon A)\), with all three constants positive, reverses the inequalities and bounds the work-function shift.

```lean
/-- For a nonnegative interaction form and positive parameters, the self-consistent dipoles of
`N ≥ 1` adsorbates lower the work function, by at most the Helmholtz value of `N` undepolarized
adsorbates. -/
theorem workFunctionShift_bounds [Nonempty n] (hT : ∀ x : n → ℝ, 0 ≤ x ⬝ᵥ T *ᵥ x)
    (hα : 0 < α) (hp0 : 0 < p0) (h : SelfConsistent T α p0 p)
    {e ε A : ℝ} (he : 0 < e) (hε : 0 < ε) (hA : 0 < A) :
    -(e * (Fintype.card n * p0)) / (ε * A) ≤ workFunctionShift e ε A p ∧
      workFunctionShift e ε A p < 0 := by
  obtain ⟨h1, h2, -⟩ := (total_dipole_bounds hT hα hp0).2 p h
  unfold workFunctionShift
  constructor
  · gcongr
  · exact div_neg_of_neg_of_pos (neg_neg_of_pos (mul_pos he h1)) (mul_pos hε hA)
```

The same pairings treat site-dependent permanent dipoles \(m_i\), a variant left out of the code: \(p=m-\alpha Tp\) gives \(|p|^2\le m\cdot p\le|m|^2\). This bounds the weighted sum \(m\cdot p\), not the total dipole.

## Symmetric coupling

Symmetry means reciprocal interactions. Let \(c=p_0/(1+\alpha\tau)\), the mean-field Topping dipole. For symmetric \(T\) with a nonnegative form, expanding around the uniform layer \(cu\) gives

\[ 0\le|p-cu|^2+\alpha(p-cu)\cdot T(p-cu)=p_0\Bigl(\sum_i p_i-Nc\Bigr). \]

Symmetry enters at `hsym`, which merges the cross terms; `key` is the identity. For two sites with \(\alpha T_{12}=-\alpha T_{21}=s\ne0\) and zero diagonal, the sum is \(2p_0/(1+s^2)\), below the Topping value \(2p_0\).

```lean
/-- For symmetric `T` with nonnegative interaction form and `α, p0 > 0`, the total of the
self-consistent dipoles is at least the Topping value computed from the mean coupling. -/
theorem topping_lower_bound [Nonempty n] (hS : T.IsSymm)
    (hT : ∀ x : n → ℝ, 0 ≤ x ⬝ᵥ T *ᵥ x) (hα : 0 < α) (hp0 : 0 < p0)
    (h : SelfConsistent T α p0 p) :
    Fintype.card n * (p0 / (1 + α * meanCoupling T)) ≤ ∑ i, p i := by
  have hN : (0 : ℝ) < Fintype.card n := by exact_mod_cast Fintype.card_pos
  have ht : 0 ≤ meanCoupling T := div_nonneg (hT 1) hN.le
  have hτ : (1 : n → ℝ) ⬝ᵥ T *ᵥ 1 = Fintype.card n * meanCoupling T := by
    unfold meanCoupling
    field_simp
  have hd : 0 < 1 + α * meanCoupling T := by positivity
  obtain ⟨c, hc⟩ : ∃ c, c = p0 / (1 + α * meanCoupling T) := ⟨_, rfl⟩
  have hc' : c * (1 + α * meanCoupling T) = p0 := by rw [hc]; field_simp
  rw [← hc]
  have hsym : p ⬝ᵥ T *ᵥ 1 = 1 ⬝ᵥ T *ᵥ p := by
    rw [Matrix.dotProduct_mulVec, ← Matrix.mulVec_transpose, hS.eq, dotProduct_comm]
  have hsum : ∑ i, p i = Fintype.card n * p0 - α * (1 ⬝ᵥ T *ᵥ p) := by
    calc ∑ i, p i = ∑ i, (p0 - α * (T *ᵥ p) i) := Finset.sum_congr rfl fun i _ => h i
      _ = _ := by simp [dotProduct, Finset.sum_sub_distrib, Finset.mul_sum]
  -- compare with the uniform trial layer of dipole c
  have hq := hT (p - c • 1)
  simp only [Matrix.mulVec_sub, Matrix.mulVec_smul, sub_dotProduct, dotProduct_sub,
    smul_dotProduct, dotProduct_smul, smul_eq_mul, hsym, hτ] at hq
  have hv : 0 ≤ ∑ i, (p i - c) ^ 2 := Finset.sum_nonneg fun i _ => sq_nonneg _
  have hv' : ∑ i, (p i - c) ^ 2 =
      ∑ i, p i ^ 2 - 2 * c * ∑ i, p i + Fintype.card n * c ^ 2 := by
    have h1 : ∀ i, (p i - c) ^ 2 = p i ^ 2 - 2 * c * p i + c ^ 2 := fun i => by ring
    simp only [h1, Finset.sum_add_distrib, Finset.sum_sub_distrib, ← Finset.mul_sum]
    simp
  have hE := energy_balance h
  have hαq := mul_nonneg hα.le hq
  have key : p0 * ∑ i, p i - p0 * (Fintype.card n * c) = ∑ i, (p i - c) ^ 2 +
      α * (p ⬝ᵥ T *ᵥ p - c * (1 ⬝ᵥ T *ᵥ p) -
        c * (1 ⬝ᵥ T *ᵥ p - c * (Fintype.card n * meanCoupling T))) := by
    linear_combination hE - hv' + 2 * c * hsum - Fintype.card n * c * hc'
  refine le_of_mul_le_mul_left ?_ hp0
  linarith
```

## Weak, nonnegative couplings for point dipoles

Without image dipoles, ideal point dipoles have zero diagonal in \(T\), and a nonzero symmetric \(T\) of that kind never has a nonnegative form. For them, other hypotheses suffice: \(T_{ij}\ge0\), so that neighbours depolarize, and \(s_i=\alpha\sum_jT_{ij}<1\), so that the response stays weak. The self-image of a normal point dipole in an ideal metal enhances that dipole; kept in \(T\), it makes \(T_{ii}<0\), and neither set of hypotheses holds.

Let \(d_i=p_i-p_0/2\), and let \(k\) maximize \(|d_i|\). Then

\[ |d_k|\le\tfrac{p_0}{2}(1-s_k)+s_k|d_k|, \]

so \(|d_k|\le p_0/2\). The displayed inequality is `h5` in the proof.

```lean
/-- For nonnegative couplings, `α > 0`, `p0 ≥ 0` and `α` times every row sum of `T` below one,
each self-consistent dipole deviates from `p0 / 2` by at most `p0 / 2`. -/
theorem weak_coupling_deviation (hT : ∀ i j, 0 ≤ T i j) (hs : ∀ i, α * ∑ j, T i j < 1)
    (hα : 0 < α) (hp0 : 0 ≤ p0) (h : SelfConsistent T α p0 p) (i : n) :
    |p i - p0 / 2| ≤ p0 / 2 := by
  have : Nonempty n := ⟨i⟩
  -- k is the site of largest deviation
  obtain ⟨k, hk⟩ := Finite.exists_max fun j => |p j - p0 / 2|
  refine (hk i).trans ?_
  have hsplit : ∑ j, T k j * (p j - p0 / 2) = (T *ᵥ p) k - (∑ j, T k j) * (p0 / 2) := by
    simp only [Matrix.mulVec, dotProduct, mul_sub, Finset.sum_sub_distrib, Finset.sum_mul]
  have hb : |∑ j, T k j * (p j - p0 / 2)| ≤ (∑ j, T k j) * |p k - p0 / 2| := by
    refine (Finset.abs_sum_le_sum_abs _ _).trans ?_
    rw [Finset.sum_mul]
    refine Finset.sum_le_sum fun j _ => ?_
    rw [abs_mul, abs_of_nonneg (hT k j)]
    exact mul_le_mul_of_nonneg_left (hk j) (hT k j)
  obtain ⟨h1, h2⟩ := abs_le.mp hb
  have h3 := mul_le_mul_of_nonneg_left h1 hα.le
  have h4 := mul_le_mul_of_nonneg_left h2 hα.le
  have hB : 0 ≤ p0 / 2 * (1 - α * ∑ j, T k j) :=
    mul_nonneg (by linarith) (by linarith [hs k])
  have he : p k - p0 / 2 = p0 / 2 * (1 - α * ∑ j, T k j) -
      α * ∑ j, T k j * (p j - p0 / 2) := by
    linear_combination h k + α * hsplit
  have h5 : |p k - p0 / 2| ≤ p0 / 2 * (1 - α * ∑ j, T k j) +
      α * ((∑ j, T k j) * |p k - p0 / 2|) := abs_le.mpr ⟨by linarith, by linarith⟩
  by_contra hn
  have h6 := mul_pos (sub_pos.mpr (not_le.mp hn)) (sub_pos.mpr (hs k))
  linarith
```

Hence \(0\le p_i\le p_0\), and reinsertion gives \(p_i\ge p_0(1-s_i)>0\). At \(p_0=0\) the deviation bound yields uniqueness. A sum equal to \(Np_0\) forces every \(p_i=p_0\).

```lean
/-- For nonnegative couplings, `α, p0 > 0` and `α` times every row sum of `T` below one, the
dipoles exist uniquely and each lies in `(0, p0]`; their sum is `N p0` exactly when a uniform
layer produces no depolarizing field. -/
theorem weak_coupling_bounds (hT : ∀ i j, 0 ≤ T i j) (hs : ∀ i, α * ∑ j, T i j < 1)
    (hα : 0 < α) (hp0 : 0 < p0) :
    (∃! p, SelfConsistent T α p0 p) ∧ ∀ p, SelfConsistent T α p0 p →
      (∀ i, 0 < p i ∧ p i ≤ p0) ∧
        (∑ i, p i = Fintype.card n * p0 ↔ T *ᵥ 1 = 0) := by
  have hu : ∃! p, SelfConsistent T α p0 p := by
    refine existsUnique_of_no_spontaneous (fun x hx => funext fun i => ?_) p0
    obtain ⟨h1, h2⟩ := abs_le.mp (weak_coupling_deviation hT hs hα le_rfl hx i)
    change x i = 0
    linarith
  refine ⟨hu, fun p h => ?_⟩
  have hle : ∀ i, p i ≤ p0 := fun i => by
    linarith [(abs_le.mp (weak_coupling_deviation hT hs hα hp0.le h i)).2]
  refine ⟨fun i => ⟨?_, hle i⟩, ?_, ?_⟩
  · have h1 : (T *ᵥ p) i ≤ (∑ j, T i j) * p0 := by
      simp only [Matrix.mulVec, dotProduct, Finset.sum_mul]
      exact Finset.sum_le_sum fun j _ => mul_le_mul_of_nonneg_left (hle j) (hT i j)
    have h2 := mul_le_mul_of_nonneg_left h1 hα.le
    have h3 := mul_pos hp0 (sub_pos.mpr (hs i))
    have h4 : p i = p0 - α * (T *ᵥ p) i := h i
    linarith
  · intro hsum
    have h1 : ∑ i, p i = ∑ _i : n, p0 := by rw [hsum]; simp
    have hp : p = fun _ => p0 := funext fun i =>
      (Finset.sum_eq_sum_iff_of_le fun j _ => hle j).mp h1 i (Finset.mem_univ i)
    rw [hp] at h
    exact (undepolarized_iff hα.ne' hp0.ne').mp h
  · intro h0
    rw [hu.unique h ((undepolarized_iff hα.ne' hp0.ne').mpr h0)]
    simp
```

The chain below is a truncated model: it keeps only nearest-neighbour couplings and drops the end-to-end coupling that point dipoles would have. Its middle site has \(s_i=1.4\). The dipoles sum to 10, above \(Np_0=3\), although \(I+\alpha T\) is still positive definite.

```lean
/-- A three-site chain with unit nearest-neighbour couplings only, `α = 7/10` and `p0 = 1` has
self-consistent dipoles `15, -20, 15`, whose sum exceeds `N p0 = 3`. -/
theorem three_site_overshoot :
    SelfConsistent !![0, 1, 0; 1, 0, 1; 0, 1, 0] (7 / 10) 1 ![15, -20, 15] ∧
      (3 : ℝ) < ∑ i, (![15, -20, 15] : Fin 3 → ℝ) i := by
  constructor
  · intro i
    fin_cases i <;> norm_num [Matrix.mulVec, dotProduct, Fin.sum_univ_succ]
  · norm_num [Fin.sum_univ_succ]

end

end AdsorbateDepolarization
```

```lean
#print axioms AdsorbateDepolarization.total_dipole_bounds
#print axioms AdsorbateDepolarization.workFunctionShift_bounds
#print axioms AdsorbateDepolarization.weak_coupling_bounds
#print axioms AdsorbateDepolarization.three_site_overshoot
```

```
'AdsorbateDepolarization.total_dipole_bounds' depends on axioms: [propext, Classical.choice, Quot.sound]
'AdsorbateDepolarization.workFunctionShift_bounds' depends on axioms: [propext, Classical.choice, Quot.sound]
'AdsorbateDepolarization.weak_coupling_bounds' depends on axioms: [propext, Classical.choice, Quot.sound]
'AdsorbateDepolarization.three_site_overshoot' depends on axioms: [propext, Classical.choice, Quot.sound]
```
